# Ring diagrams at a nonzero wavevector sum to one longitudinal and two transverse logarithmic terms when both response strengths have modulus below one

At a fixed nonzero real wavevector `q` in three dimensions, the dimensionless response is a matrix M with strength a along `q` and strength b in the two transverse directions; `q` need not be a unit vector, since the longitudinal projector divides by its squared length. The theorem `hasSum_ringTerm` states that, for real a and b of modulus below one, the ring terms −tr(Mⁿ⁺²)/(n+2), summed over n from zero, give log(1 − a) + a + 2(log(1 − b) + b). The strengths are given numbers, and there is no sum or integral over wavevector or frequency. The proof takes the logarithmic series without its first-order term, applies it to a and to b, and combines the results using the trace formula tr(Mⁿ) = aⁿ + 2bⁿ.

The failing Lean file:

```lean
import Mathlib

open Matrix Filter Topology

namespace HasSumRingTerm

noncomputable section

/-- The longitudinal projector `q qᵀ / |q|²` for a nonzero wavevector `q`. -/
def longProj (q : Fin 3 → ℝ) : Matrix (Fin 3) (Fin 3) ℝ :=
  Matrix.of fun i j => q i * q j / (q ⬝ᵥ q)

/-- The dimensionless response at nonzero wavevector `q`, with longitudinal strength `a` and
transverse strength `b`. -/
def response (q : Fin 3 → ℝ) (a b : ℝ) : Matrix (Fin 3) (Fin 3) ℝ :=
  a • longProj q + b • (1 - longProj q)

/-- The ring diagram with `n + 2` response insertions, `-tr(M^(n+2))/(n+2)`, at nonzero
wavevector `q`. -/
def ringTerm (q : Fin 3 → ℝ) (a b : ℝ) (n : ℕ) : ℝ :=
  -Matrix.trace (response q a b ^ (n + 2)) / ((n : ℝ) + 2)

/-- For a nonzero wavevector the longitudinal projector is idempotent and has trace one. -/
theorem longProj_idempotent_trace {q : Fin 3 → ℝ} (hq : q ≠ 0) :
    longProj q * longProj q = longProj q ∧ Matrix.trace (longProj q) = 1 := by
  have hN : q ⬝ᵥ q ≠ 0 := fun h => hq (dotProduct_self_eq_zero.mp h)
  have hs : q 0 * q 0 + q 1 * q 1 + q 2 * q 2 = q ⬝ᵥ q := by
    simp only [dotProduct, Fin.sum_univ_three]
  constructor
  · ext i j
    simp only [Matrix.mul_apply, longProj, Matrix.of_apply, Fin.sum_univ_three]
    -- the inner sum over Cartesian components is the squared length of `q`
    calc _ = q i * q j / (q ⬝ᵥ q) *
          ((q 0 * q 0 + q 1 * q 1 + q 2 * q 2) / (q ⬝ᵥ q)) := by ring
      _ = q i * q j / (q ⬝ᵥ q) := by rw [hs, div_self hN, mul_one]
  · simp only [Matrix.trace, Matrix.diag_apply, longProj, Matrix.of_apply, Fin.sum_univ_three]
    rw [← add_div, ← add_div, hs, div_self hN]

/-- At nonzero wavevector the trace of the `n`-th power of the response contains one
longitudinal and two transverse contributions. -/
theorem trace_response_pow {q : Fin 3 → ℝ} (hq : q ≠ 0) (a b : ℝ) (n : ℕ) :
    Matrix.trace (response q a b ^ n) = a ^ n + 2 * b ^ n := by
  obtain ⟨hP, ht⟩ := longProj_idempotent_trace hq
  have h1 : longProj q * (1 - longProj q) = 0 := by rw [mul_sub, mul_one, hP, sub_self]
  have h2 : (1 - longProj q) * longProj q = 0 := by rw [sub_mul, one_mul, hP, sub_self]
  have h3 : (1 - longProj q) * (1 - longProj q) = 1 - longProj q := by
    rw [mul_sub, mul_one, h2, sub_zero]
  -- the two polarization sectors do not mix
  have hpow : response q a b ^ n = a ^ n • longProj q + b ^ n • (1 - longProj q) := by
    induction n with
    | zero => simp
    | succ n ih =>
      rw [pow_succ, ih, response]
      simp only [add_mul, mul_add, smul_mul_assoc, mul_smul_comm, hP, h1, h2, h3,
        smul_zero, add_zero, zero_add]
      module
  rw [hpow]
  simp only [Matrix.trace_add, Matrix.trace_smul, Matrix.trace_sub, Matrix.trace_one, ht,
    Fintype.card_fin, smul_eq_mul]
  push_cast
  ring

/-- For nonzero wavevector and strengths of modulus below one, the ring series sums to one
longitudinal and two transverse logarithmic terms. -/
theorem hasSum_ringTerm {q : Fin 3 → ℝ} (hq : q ≠ 0) {a b : ℝ} (ha : |a| < 1) (hb : |b| < 1) :
    HasSum (ringTerm q a b)
      (Real.log (1 - a) + a + 2 * (Real.log (1 - b) + b)) := by
  -- the logarithmic series without its first-order term
  have key : ∀ x : ℝ, |x| < 1 →
      HasSum (fun n : ℕ => -(x ^ (n + 2) / ((n : ℝ) + 2))) (Real.log (1 - x) + x) := by
    intro x hx
    have h := ((hasSum_nat_add_iff' 1).mpr (Real.hasSum_pow_div_log_of_abs_lt_one hx)).neg
    convert h using 1
    · funext n
      push_cast
      ring
    · simp only [Finset.sum_range_one, Nat.cast_zero]
      ring
  have h := (key a ha).add ((key b hb).mul_left 2)
  convert h using 1
  funext n
  rw [ringTerm, trace_response_pow hq]
  ring

end

end HasSumRingTerm
```

Compiling this gives:

```
Main.lean:74:6: error: Tactic `apply` failed: could not unify the conclusion of `@funext`
  ?f = ?g
with the goal
  Real.instAddCommMonoid = Real.instAddCommGroup.toAddCommMonoid

Note: The full type of `@funext` is
  ∀ {α : Sort ?u.94} {β : α → Sort ?u.93} {f g : (x : α) → β x}, (∀ (x : α), f x = g x) → f = g

case e'_3
q : Fin 3 → ℝ
hq : q ≠ 0
a b : ℝ
ha : |a| < 1
hb : |b| < 1
x : ℝ
hx : |x| < 1
h :
  HasSum (fun b => -(x ^ (b + 1 + 1) / (↑(b + 1) + 1)))
    (-(-Real.log (1 - x) - ∑ i ∈ Finset.range 1, x ^ (i + 1) / (↑i + 1)))
⊢ Real.instAddCommMonoid = Real.instAddCommGroup.toAddCommMonoid
Main.lean:77:6: error: `simp` made no progress
Main.lean:70:85: error: unsolved goals
case e'_6
q : Fin 3 → ℝ
hq : q ≠ 0
a b : ℝ
ha : |a| < 1
hb : |b| < 1
x : ℝ
hx : |x| < 1
h :
  HasSum (fun b => -(x ^ (b + 1 + 1) / (↑(b + 1) + 1)))
    (-(-Real.log (1 - x) - ∑ i ∈ Finset.range 1, x ^ (i + 1) / (↑i + 1)))
⊢ Real.log (1 - x) + x = -(-Real.log (1 - x) - ∑ i ∈ Finset.range 1, x ^ (i + 1) / (↑i + 1))
```

What went wrong. The failure is in the auxiliary series `key`. There `convert h using 1` left an equality between two additive-monoid instances on the reals, ahead of the equalities of terms and of sums that the proof expected. The bullets therefore met the wrong goals.

The first applied `funext` to the instance equality, which is not a goal about functions of `n`. The second ran `simp only`, meant for the finite sum, on a goal where it could rewrite nothing. The equality of the sums, `e'_6`, was left with no bullet, hence "unsolved goals".

The repair proves the two intended equalities separately, as `e1` for the terms and `e2` for the value of the sum, with the same tactics as before. Rewriting backwards with them puts the goal in the form of `h`, apart from the instance. `exact h` then succeeds because Lean accepts the two instances as equal by definition, so no separate proof of that equality is needed.

The change, after which it compiles:

```diff
@@ -71,10 +71,15 @@
     intro x hx
     have h := ((hasSum_nat_add_iff' 1).mpr (Real.hasSum_pow_div_log_of_abs_lt_one hx)).neg
-    convert h using 1
-    · funext n
+    have e1 : (fun n : ℕ => -(x ^ (n + 1 + 1) / (((n + 1 : ℕ) : ℝ) + 1)))
+        = fun n : ℕ => -(x ^ (n + 2) / ((n : ℝ) + 2)) := by
+      funext n
       push_cast
       ring
-    · simp only [Finset.sum_range_one, Nat.cast_zero]
+    have e2 : -(-Real.log (1 - x) - ∑ i ∈ Finset.range 1, x ^ (i + 1) / ((i : ℝ) + 1))
+        = Real.log (1 - x) + x := by
+      simp only [Finset.sum_range_one, Nat.cast_zero]
       ring
+    rw [← e1, ← e2]
+    exact h
   have h := (key a ha).add ((key b hb).mul_left 2)
   convert h using 1
```
